# A Fermi step coupled by exchange is unstable in Mueller's functional

Take two levels, the first filled and the second empty, and move an amount $d$ of charge from the first to the second. With fixed orbitals, level energies $e_1,e_2$ and a symmetric exchange matrix $K$, Mueller's energy without its Hartree term changes by

$$
\Delta E = d\left(e_2-e_1+\tfrac12(K_{11}-K_{22})\right)-\sqrt{d(1-d)}\,K_{12}.
$$

The cost is linear in $d$, but the exchange gain starts as $\sqrt d$. If $K_{12}>0$, the gain wins for small $d$, however large the gap $e_2-e_1$ is.

## The square-root gain for any number of levels

For finitely many levels with occupations $n_k\ge 0$, let

$$
E(n)=\sum_k n_k e_k-\tfrac12\sum_{k,l}\sqrt{n_k n_l}\,K_{kl},
\qquad F_k=\sum_l\sqrt{n_l}\,K_{kl},
$$

where $K$ is symmetric with nonnegative entries. The claim is that if $n_i>0$, $n_j=0$ and $K_{ij}>0$, every sufficiently small transfer $d>0$ from $i$ to $j$ lowers $E$. A Fermi step, with every occupation 0 or 1, is a special case.

Since $\sqrt{n_kn_l}=\sqrt{n_k}\sqrt{n_l}$, the double sum is a quadratic form in the square roots. For $0\le d\le n_i$ only two of these change: $\sqrt{n_i}$ drops by $c=\sqrt{n_i}-\sqrt{n_i-d}$, and $\sqrt{n_j}$ rises from 0 to $\sqrt d$. The double sum therefore changes by

$$
2\left(-cF_i+\sqrt d\,F_j\right)+c^2K_{ii}+d\,K_{jj}-2c\sqrt d\,K_{ij}.
$$

Multiplying by $-\tfrac12$ and adding the change in level energy gives

$$
\Delta E=d(e_j-e_i)+cF_i-\sqrt d\,F_j-\tfrac12c^2K_{ii}-\tfrac12 d\,K_{jj}+c\sqrt d\,K_{ij}.
$$

The donor's loss is at most linear in $d$, because

$$
c=\frac{d}{\sqrt{n_i}+\sqrt{n_i-d}}\le\frac{d}{\sqrt{n_i}}.
$$

Together with $\sqrt d\le\sqrt{n_i}$ this also gives $c\sqrt d\le d$. Dropping the two negative diagonal terms leaves

$$
\Delta E\le dX-\sqrt d\,F_j,\qquad X=e_j-e_i+\frac{F_i}{\sqrt{n_i}}+K_{ij}.
$$

Finally, $F_j\ge\sqrt{n_i}\,K_{ij}>0$. If $0<d<n_i$ and $d<\left(F_j/(|X|+1)\right)^2$, then $\sqrt d\,(|X|+1)<F_j$. Hence $dX\le d(|X|+1)<\sqrt d\,F_j$, and $\Delta E<0$.

The same argument suggests a neighbouring result for the power functional, in which $(n_kn_l)^\alpha$ with $0<\alpha<1$ replaces the square root: the gain is then of order $d^\alpha$, which still beats a linear cost. At $\alpha=1$ the gain is itself linear, and a large enough gap can protect the step.

## Levels, exchange integrals and occupations in Lean

The finite type `ι` labels the levels, which are spin orbitals holding at most one electron each.

```lean
import Mathlib

open Finset

namespace MuellerFermiStep

noncomputable section

variable {ι : Type*} [Fintype ι] [DecidableEq ι]
```

The energy keeps the factor $\tfrac12$ and sums over all ordered pairs, including the diagonal.

```lean
/-- Mueller's energy of the occupations `n`, for levels `e` and exchange integrals `K`. -/
def muellerEnergy (e : ι → ℝ) (K : ι → ι → ℝ) (n : ι → ℝ) : ℝ :=
  ∑ k, n k * e k - (1 / 2) * ∑ k, ∑ l, √(n k * n l) * K k l
```

The levels `e` and the matrix `K` are fixed data, so the orbitals do not relax when charge moves. There is no Hartree term; in the uniform electron gas it cancels against the neutralising background. In other systems, with fixed orbitals, it would add terms in $d$ and $d^2$ to the energy change, and for small $d$ these cannot undo a gain of order $\sqrt d$.

```lean
/-- The occupations after an amount `d` has been moved from level `i` to level `j`. -/
def transfer (n : ι → ℝ) (i j : ι) (d : ℝ) : ι → ℝ :=
  fun k => n k + (if k = i then -d else 0) + (if k = j then d else 0)

/-- The exchange field at level `k`: the sum of `K k l` weighted by the square roots of the
occupations. -/
def exchangeField (K : ι → ι → ℝ) (n : ι → ℝ) (k : ι) : ℝ :=
  ∑ l, √(n l) * K k l
```

`transfer n i j d` is the new set of occupations, and `exchangeField K n k` is $F_k$. The hypotheses `hK` and `hK0` in the theorems below say that `K` is symmetric and nonnegative. A Coulomb exchange integral has both properties; for real orbitals it is twice the electrostatic self-energy of a charge density equal to the product of the two orbitals. The stricter condition `0 < K i j` says that this product does not vanish and that the spins agree.

## The exact energy change

The first lemma is the bookkeeping for a change at two places in a weighted sum. It serves for the occupations and for their square roots.

```lean
/-- A weighted sum responds to changes at two levels by the two corresponding terms. -/
lemma shift_sum (s f : ι → ℝ) (i j : ι) (a b : ℝ) :
    ∑ l, (s l + (if l = i then a else 0) + (if l = j then b else 0)) * f l
      = ∑ l, s l * f l + a * f i + b * f j := by
  simp [add_mul, ite_mul, Finset.sum_add_distrib]
```

A transfer must also respect the Pauli bounds and the particle number. The proof checks the bounds by cases, according to whether a level is the donor, the acceptor or neither; the conservation law is `shift_sum` with all weights equal to 1.

```lean
/-- A transfer into an empty level, of no more than the donor holds, keeps all occupations
between 0 and 1 and conserves the particle number. -/
theorem transfer_admissible {n : ι → ℝ} {i j : ι} {d : ℝ}
    (hn : ∀ k, 0 ≤ n k ∧ n k ≤ 1) (hj : n j = 0) (hd0 : 0 ≤ d) (hd : d ≤ n i) :
    (∀ k, 0 ≤ transfer n i j d k ∧ transfer n i j d k ≤ 1) ∧
      ∑ k, transfer n i j d k = ∑ k, n k := by
  constructor
  · intro k
    have h0 := hn k
    have h1 := hn i
    have hki : k = i → d ≤ n k := by
      intro h
      rw [h]
      exact hd
    have hkj : k = j → n k = 0 := by
      intro h
      rw [h]
      exact hj
    unfold transfer
    split_ifs with h2 h3 h3
    · constructor <;> linarith [hki h2]
    · constructor <;> linarith [hki h2]
    · constructor <;> linarith [hkj h3]
    · constructor <;> linarith
  · have h := shift_sum n (fun _ => 1) i j (-d) d
    simp only [mul_one] at h
    simp only [transfer]
    linarith
```

Next, the square root of the product is split, which needs nonnegative occupations.

```lean
omit [DecidableEq ι] in
/-- For nonnegative occupations the exchange energy is a quadratic form in their square roots. -/
lemma energy_eq (e : ι → ℝ) (K : ι → ι → ℝ) (n : ι → ℝ) (hn : ∀ k, 0 ≤ n k) :
    muellerEnergy e K n
      = ∑ k, n k * e k - (1 / 2) * ∑ k, √(n k) * exchangeField K n k := by
  have h : ∑ k, ∑ l, √(n k * n l) * K k l = ∑ k, √(n k) * exchangeField K n k := by
    refine Finset.sum_congr rfl fun k _ => ?_
    unfold exchangeField
    rw [Finset.mul_sum]
    refine Finset.sum_congr rfl fun l _ => ?_
    rw [Real.sqrt_mul (hn k)]
    ring
  unfold muellerEnergy
  rw [h]
```

The formula for $\Delta E$ now follows as an equality. In the proof, `a` is $-c$, and `hsq` records that the square roots change at two levels only. `h2` gives the new exchange field, `h4` uses the symmetry of `K` to collect the terms linear in the change, and `h5` supplies the quadratic ones. The last line replaces $\sqrt d\,\sqrt d$ by $d$.

```lean
/-- The exact change of Mueller's energy when `d` is moved from level `i` to an empty level `j`. -/
theorem energy_change (e : ι → ℝ) {K : ι → ι → ℝ} {n : ι → ℝ} {i j : ι} {d : ℝ}
    (hK : ∀ k l, K k l = K l k) (hn : ∀ k, 0 ≤ n k) (hij : i ≠ j) (hj : n j = 0)
    (hd0 : 0 ≤ d) (hd : d ≤ n i) :
    muellerEnergy e K (transfer n i j d) - muellerEnergy e K n
      = d * (e j - e i) + (√(n i) - √(n i - d)) * exchangeField K n i
        - √d * exchangeField K n j - (√(n i) - √(n i - d)) ^ 2 / 2 * K i i
        - d / 2 * K j j + (√(n i) - √(n i - d)) * √d * K i j := by
  obtain ⟨a, ha⟩ : ∃ a, a = √(n i - d) - √(n i) := ⟨_, rfl⟩
  have hti : transfer n i j d i = n i - d := by
    unfold transfer
    rw [if_pos rfl, if_neg hij]
    ring
  have htj : transfer n i j d j = d := by
    unfold transfer
    rw [if_neg hij.symm, if_pos rfl, hj]
    ring
  have htk : ∀ k, k ≠ i → k ≠ j → transfer n i j d k = n k := by
    intro k h1 h2
    simp [transfer, h1, h2]
  have hpos : ∀ k, 0 ≤ transfer n i j d k := by
    intro k
    by_cases h1 : k = i
    · rw [h1, hti]
      linarith
    · by_cases h2 : k = j
      · rw [h2, htj]
        exact hd0
      · rw [htk k h1 h2]
        exact hn k
  -- the square roots change at the two levels only
  have hsq : ∀ k, √(transfer n i j d k)
      = √(n k) + (if k = i then a else 0) + (if k = j then √d else 0) := by
    intro k
    by_cases h1 : k = i
    · rw [h1, hti, if_pos rfl, if_neg hij, ha]
      ring
    · by_cases h2 : k = j
      · rw [h2, htj, if_neg hij.symm, if_pos rfl, hj, Real.sqrt_zero]
        ring
      · rw [htk k h1 h2, if_neg h1, if_neg h2]
        ring
  have h1 : ∑ k, transfer n i j d k * e k = ∑ k, n k * e k + d * (e j - e i) := by
    have h := shift_sum n e i j (-d) d
    simp only [transfer]
    linarith
  have h2 : ∀ k, exchangeField K (transfer n i j d) k
      = exchangeField K n k + a * K k i + √d * K k j := by
    intro k
    simp only [exchangeField, hsq]
    exact shift_sum (fun l => √(n l)) (K k) i j a (√d)
  have hF : ∀ m, exchangeField K n m = ∑ k, √(n k) * K k m := by
    intro m
    exact Finset.sum_congr rfl fun k _ => by rw [hK m k]
  have h4 : ∑ k, √(n k) * (exchangeField K n k + a * K k i + √d * K k j)
      = ∑ k, √(n k) * exchangeField K n k + a * exchangeField K n i
        + √d * exchangeField K n j := by
    rw [hF i, hF j, Finset.mul_sum, Finset.mul_sum, ← Finset.sum_add_distrib,
      ← Finset.sum_add_distrib]
    exact Finset.sum_congr rfl fun k _ => by ring
  have h5 := shift_sum (fun k => √(n k))
    (fun k => exchangeField K n k + a * K k i + √d * K k j) i j a (√d)
  beta_reduce at h5
  rw [h4, hK j i] at h5
  have hb : √d * √d = d := Real.mul_self_sqrt hd0
  have hc : √(n i) - √(n i - d) = -a := by
    rw [ha]
    ring
  rw [energy_eq e K _ hpos, energy_eq e K n hn, h1, hc]
  simp only [hsq, h2]
  rw [h5]
  linear_combination (-(1 / 2) * K j j) * hb
```

## Linear cost against square-root gain

The upper bound comes from estimating this formula term by term. `hcs` is the inequality $c\sqrt{n_i}\le d$; `t1` and `t2` bound the two positive exchange terms, and `t3` and `t4` allow the diagonal ones to be dropped.

```lean
/-- The energy change is at most a term linear in `d` minus `√d` times the exchange field at the
empty level. -/
theorem energy_change_le (e : ι → ℝ) {K : ι → ι → ℝ} {n : ι → ℝ} {i j : ι} {d : ℝ}
    (hK : ∀ k l, K k l = K l k) (hK0 : ∀ k l, 0 ≤ K k l) (hn : ∀ k, 0 ≤ n k)
    (hi : 0 < n i) (hj : n j = 0) (hd0 : 0 ≤ d) (hd : d ≤ n i) :
    muellerEnergy e K (transfer n i j d) - muellerEnergy e K n
      ≤ d * (e j - e i + exchangeField K n i / √(n i) + K i j)
        - √d * exchangeField K n j := by
  have hij : i ≠ j := by
    intro h
    rw [h] at hi
    linarith
  rw [energy_change e hK hn hij hj hd0 hd]
  have hs : 0 < √(n i) := Real.sqrt_pos.mpr hi
  have hr : 0 ≤ √(n i - d) := Real.sqrt_nonneg _
  have hs2 : √(n i) * √(n i) = n i := Real.mul_self_sqrt hi.le
  have hr2 : √(n i - d) * √(n i - d) = n i - d := Real.mul_self_sqrt (by linarith)
  have hc0 : 0 ≤ √(n i) - √(n i - d) :=
    sub_nonneg.mpr (Real.sqrt_le_sqrt (by linarith))
  have hds : √d ≤ √(n i) := Real.sqrt_le_sqrt hd
  -- the donor's square root drops by at most d / √(n i)
  have hcs : (√(n i) - √(n i - d)) * √(n i) ≤ d := by
    nlinarith [mul_nonneg hc0 hr]
  have hF : 0 ≤ exchangeField K n i :=
    Finset.sum_nonneg fun l _ => mul_nonneg (Real.sqrt_nonneg _) (hK0 i l)
  have t1 : (√(n i) - √(n i - d)) * exchangeField K n i
      ≤ d * (exchangeField K n i / √(n i)) := by
    calc (√(n i) - √(n i - d)) * exchangeField K n i
        ≤ d / √(n i) * exchangeField K n i :=
          mul_le_mul_of_nonneg_right ((le_div_iff₀ hs).mpr hcs) hF
      _ = d * (exchangeField K n i / √(n i)) := by ring
  have t2 : (√(n i) - √(n i - d)) * √d * K i j ≤ d * K i j :=
    mul_le_mul_of_nonneg_right
      ((mul_le_mul_of_nonneg_left hds hc0).trans hcs) (hK0 i j)
  have t3 : 0 ≤ (√(n i) - √(n i - d)) ^ 2 / 2 * K i i :=
    mul_nonneg (by positivity) (hK0 i i)
  have t4 : 0 ≤ d / 2 * K j j := mul_nonneg (by positivity) (hK0 j j)
  linarith
```

The main theorem reads: there is a threshold `d₀`, positive and no larger than `n i`, such that every `d` strictly between 0 and `d₀` lowers the energy. The proof takes the threshold found by hand, and `hg` is the step $F_j>0$, the only place where $K_{ij}>0$ enters.

```lean
/-- Every sufficiently small transfer from an occupied level to an empty level coupled to it by
exchange lowers Mueller's energy. -/
theorem transfer_lowers_energy (e : ι → ℝ) {K : ι → ι → ℝ} {n : ι → ℝ} {i j : ι}
    (hK : ∀ k l, K k l = K l k) (hK0 : ∀ k l, 0 ≤ K k l) (hn : ∀ k, 0 ≤ n k)
    (hi : 0 < n i) (hj : n j = 0) (hKij : 0 < K i j) :
    ∃ d₀ > 0, d₀ ≤ n i ∧ ∀ d, 0 < d → d < d₀ →
      muellerEnergy e K (transfer n i j d) < muellerEnergy e K n := by
  have hg : 0 < exchangeField K n j := by
    refine Finset.sum_pos' (fun l _ => mul_nonneg (Real.sqrt_nonneg _) (hK0 j l))
      ⟨i, Finset.mem_univ i, ?_⟩
    rw [hK j i]
    exact mul_pos (Real.sqrt_pos.mpr hi) hKij
  obtain ⟨X, hX⟩ : ∃ X, X = e j - e i + exchangeField K n i / √(n i) + K i j := ⟨_, rfl⟩
  have hC : 0 < |X| + 1 := by positivity
  have hq : 0 < exchangeField K n j / (|X| + 1) := div_pos hg hC
  refine ⟨min (n i) ((exchangeField K n j / (|X| + 1)) ^ 2),
    lt_min hi (pow_pos hq 2), min_le_left _ _, fun d hd hlt => ?_⟩
  have hdi : d ≤ n i := (hlt.trans_le (min_le_left _ _)).le
  have hb := energy_change_le e hK hK0 hn hi hj hd.le hdi
  rw [← hX] at hb
  -- below the threshold the square-root gain beats the linear cost
  have h1 : √d * (|X| + 1) < exchangeField K n j :=
    (lt_div_iff₀ hC).mp ((Real.sqrt_lt' hq).mpr (hlt.trans_le (min_le_right _ _)))
  have h2 : √d * (√d * (|X| + 1)) < √d * exchangeField K n j :=
    mul_lt_mul_of_pos_left h1 (Real.sqrt_pos.mpr hd)
  have h3 : √d * (√d * (|X| + 1)) = d * (|X| + 1) := by
    rw [← mul_assoc, Real.mul_self_sqrt hd.le]
  have h4 : d * X ≤ d * (|X| + 1) :=
    mul_le_mul_of_nonneg_left (by linarith [le_abs_self X]) hd.le
  linarith
```

For a Fermi step the hypotheses become `n k = 0 ∨ n k = 1` for all levels, with `n i = 1` and `n j = 0`. The conclusion adds that the new occupations stay in $[0,1]$ and keep their sum.

```lean
/-- From occupations 0 and 1, every sufficiently small transfer from a filled level to an empty
level coupled to it by exchange keeps all occupations between 0 and 1, conserves the particle number
and lowers Mueller's energy. -/
theorem fermi_step_unstable (e : ι → ℝ) {K : ι → ι → ℝ} {n : ι → ℝ} {i j : ι}
    (hK : ∀ k l, K k l = K l k) (hK0 : ∀ k l, 0 ≤ K k l) (hn : ∀ k, n k = 0 ∨ n k = 1)
    (hi : n i = 1) (hj : n j = 0) (hKij : 0 < K i j) :
    ∃ d₀ > 0, ∀ d, 0 < d → d < d₀ →
      ((∀ k, 0 ≤ transfer n i j d k ∧ transfer n i j d k ≤ 1) ∧
        ∑ k, transfer n i j d k = ∑ k, n k) ∧
      muellerEnergy e K (transfer n i j d) < muellerEnergy e K n := by
  have hn' : ∀ k, 0 ≤ n k ∧ n k ≤ 1 := by
    intro k
    rcases hn k with h | h <;> rw [h] <;> norm_num
  obtain ⟨d₀, hd₀, hle, h⟩ := transfer_lowers_energy e hK hK0 (fun k => (hn' k).1)
    (by rw [hi]; exact one_pos) hj hKij
  exact ⟨d₀, hd₀, fun d hd hlt =>
    ⟨transfer_admissible hn' hj hd.le (hlt.le.trans hle), h d hd hlt⟩⟩
```

For a finite set of plane-wave levels, exchange couples every filled level to every empty one of the same spin, so a Fermi step with such a pair is not a minimum of this functional. Whether a smaller jump in occupation survives at the Fermi wave vector is a different question, which the theorem does not settle.

## Minimisers and uncoupled levels

Suppose that `n` minimises the energy among all occupations in $[0,1]$ with the same sum; this is the hypothesis `hmin`. If a level coupled to an occupied one were empty, a transfer of `d₀ / 2` would give an admissible competitor with lower energy, a contradiction.

```lean
/-- In a minimiser of Mueller's energy at fixed particle number, with occupations between 0 and 1,
every level coupled by exchange to an occupied level is itself occupied. -/
theorem minimiser_occupies_coupled_levels (e : ι → ℝ) {K : ι → ι → ℝ} {n : ι → ℝ} {i j : ι}
    (hK : ∀ k l, K k l = K l k) (hK0 : ∀ k l, 0 ≤ K k l) (hn : ∀ k, 0 ≤ n k ∧ n k ≤ 1)
    (hmin : ∀ m : ι → ℝ, (∀ k, 0 ≤ m k ∧ m k ≤ 1) → ∑ k, m k = ∑ k, n k →
      muellerEnergy e K n ≤ muellerEnergy e K m)
    (hi : 0 < n i) (hKij : 0 < K i j) : 0 < n j := by
  by_contra hneg
  have hj : n j = 0 := le_antisymm (not_lt.mp hneg) (hn j).1
  obtain ⟨d₀, hd₀, hle, h⟩ :=
    transfer_lowers_energy e hK hK0 (fun k => (hn k).1) hi hj hKij
  have hadm := transfer_admissible (i := i) (d := d₀ / 2) hn hj (by linarith) (by linarith)
  exact absurd (hmin _ hadm.1 hadm.2) (not_le_of_gt (h (d₀ / 2) (by linarith) (by linarith)))
```

In calculations with this functional and fixed orbitals, a level coupled to an occupied one is therefore never exactly empty at the minimum. Its occupation can still be very small, as the two-level formula shows when the gap is large.

When the empty level lies above the donor, a transfer can lower the energy only if the empty level has some exchange coupling, to another level or to itself. If row $j$ of $K$ vanishes, then $F_j=K_{jj}=K_{ij}=0$, and

$$
\Delta E=d(e_j-e_i)+cF_i-\tfrac12c^2K_{ii}.
$$

Since $F_i\ge\sqrt{n_i}\,K_{ii}$ and $\sqrt{n_i}=c+\sqrt{n_i-d}$, the last two terms together are at least $\tfrac12c^2K_{ii}+c\sqrt{n_i-d}\,K_{ii}\ge0$. With $e_j>e_i$, every allowed transfer $d>0$ raises the energy. In the proof, `hFi` is the bound on $F_i$, while `h2` and `h3` are the signs of the two remaining terms.

A matrix of Coulomb integrals has no such row, because the self-exchange $K_{jj}$ of an orbital is positive. If level $j$ is uncoupled only from the occupied levels, for instance by its spin, then $F_j=K_{ij}=0$ still holds and the energy change gains the term $-\tfrac12 d\,K_{jj}$. The same estimate then shows that the energy rises whenever $e_j-e_i>\tfrac12K_{jj}$. The theorem below treats the simpler case in which the whole row $j$ of $K$ vanishes.

```lean
/-- If the empty level `j` has no exchange coupling at all and lies above level `i`, every
transfer from `i` to `j` raises Mueller's energy. -/
theorem uncoupled_transfer_raises_energy (e : ι → ℝ) {K : ι → ι → ℝ} {n : ι → ℝ} {i j : ι}
    {d : ℝ} (hK : ∀ k l, K k l = K l k) (hK0 : ∀ k l, 0 ≤ K k l) (hn : ∀ k, 0 ≤ n k)
    (hj : n j = 0) (hKj : ∀ k, K j k = 0) (he : e i < e j) (hd0 : 0 < d) (hd : d ≤ n i) :
    muellerEnergy e K n < muellerEnergy e K (transfer n i j d) := by
  have hij : i ≠ j := by
    intro h
    rw [h] at he
    exact lt_irrefl _ he
  have hE := energy_change e hK hn hij hj hd0.le hd
  have hFj : exchangeField K n j = 0 := by simp [exchangeField, hKj]
  rw [hFj, hK i j, hKj i, hKj j] at hE
  have hc0 : 0 ≤ √(n i) - √(n i - d) :=
    sub_nonneg.mpr (Real.sqrt_le_sqrt (by linarith))
  have hr : 0 ≤ √(n i - d) := Real.sqrt_nonneg _
  -- the field at i contains at least the self-exchange of level i
  have hFi : √(n i) * K i i ≤ exchangeField K n i :=
    Finset.single_le_sum (f := fun l => √(n l) * K i l)
      (fun l _ => mul_nonneg (Real.sqrt_nonneg _) (hK0 i l)) (Finset.mem_univ i)
  have h1 := mul_le_mul_of_nonneg_left hFi hc0
  have h2 : 0 ≤ (√(n i) - √(n i - d)) * √(n i - d) * K i i :=
    mul_nonneg (mul_nonneg hc0 hr) (hK0 i i)
  have h3 : 0 ≤ (√(n i) - √(n i - d)) ^ 2 * K i i :=
    mul_nonneg (sq_nonneg _) (hK0 i i)
  have h4 : 0 < d * (e j - e i) := mul_pos hd0 (sub_pos.mpr he)
  linarith

end

end MuellerFermiStep
```

```lean
#print axioms MuellerFermiStep.fermi_step_unstable
-- 'MuellerFermiStep.fermi_step_unstable' depends on axioms: [propext, Classical.choice, Quot.sound]
#print axioms MuellerFermiStep.minimiser_occupies_coupled_levels
-- 'MuellerFermiStep.minimiser_occupies_coupled_levels' depends on axioms: [propext, Classical.choice, Quot.sound]
#print axioms MuellerFermiStep.uncoupled_transfer_raises_energy
-- 'MuellerFermiStep.uncoupled_transfer_raises_energy' depends on axioms: [propext, Classical.choice, Quot.sound]
```
